# A symmetric dynamical matrix projected onto n Krylov vectors keeps the moments of the starting vector up to order 2n − 1

Let \(D\) be a real symmetric dynamical matrix, \(v\) a displacement pattern, and \(P\) the orthogonal projector on the span of \(v, Dv, \dots, D^{n-1}v\), with \(n \ge 1\). Then

\[
\langle v, D^k v\rangle = \langle v, (PDP)^k v\rangle \qquad (0 \le k \le 2n-1).
\]

If \(D\) is also positive definite and \(v\) has unit length, then \(1/\langle v, Dv\rangle \le \langle v, D^{-1}v\rangle\).

For a finite, stable harmonic system with its zero-frequency modes removed, in the classical limit, the mean-square relative displacement in the EXAFS Debye–Waller factor is proportional to \(T\langle v, D^{-1}v\rangle\), with \(T\) the temperature and \(v\) the mass-weighted pattern of the path, normalised to unit length. Replacing \(\langle v, D^{-1}v\rangle\) by the one-step Einstein value \(1/\langle v, Dv\rangle\) therefore never overestimates this disorder.

## The truncated matrix and the inverse

In Lean 4 with Mathlib:

```lean
import Mathlib

open scoped InnerProductSpace

namespace ExafsRecursion

noncomputable section

variable {E : Type*} [NormedAddCommGroup E] [InnerProductSpace ℝ E] [FiniteDimensional ℝ E]
```

`E` is the space of mass-weighted displacements, for instance \(\mathbb{R}^{3N}\) for \(N\) atoms. It may be any finite-dimensional real inner product space, so complex dynamical matrices at a general wavevector are not covered. The matrix will be a linear map `D : E →ₗ[ℝ] E`, with no basis chosen, and `⟪x, y⟫_ℝ` is the inner product \(\langle x, y\rangle\).

```lean
/-- The Krylov space spanned by `v, D v, ..., D^(n-1) v`, where `D` is the dynamical matrix
and `v` the displacement pattern of the scattering path. -/
def krylov (D : E →ₗ[ℝ] E) (v : E) (n : ℕ) : Submodule ℝ E :=
  Submodule.span ℝ (Set.range fun j : Fin n => (D ^ (j : ℕ)) v)
```

This is the Krylov space \(K_n = \mathrm{span}\{D^j v : 0 \le j < n\}\); the type `Fin n` supplies the indices \(0, \dots, n-1\). The vectors may be linearly dependent, and \(v\) need not be normalised.

```lean
/-- The truncated dynamical matrix `P D P`, with `P` the orthogonal projector on the
Krylov space of `n` vectors. -/
def truncated (D : E →ₗ[ℝ] E) (v : E) (n : ℕ) : E →ₗ[ℝ] E :=
  (krylov D v n).starProjection.toLinearMap ∘ₗ D ∘ₗ
    (krylov D v n).starProjection.toLinearMap
```

`starProjection` is the orthogonal projector \(P\) on \(K_n\), and `∘ₗ` composes linear maps. The result is \(T_n = PDP\), which acts on all of `E` and vanishes on the orthogonal complement of \(K_n\).

```lean
/-- Positive definiteness of the dynamical matrix: every nonzero displacement costs
elastic energy. -/
def IsStable (D : E →ₗ[ℝ] E) : Prop := ∀ x : E, x ≠ 0 → 0 < ⟪x, D x⟫_ℝ
```

`IsStable D` says that \(\langle x, Dx\rangle > 0\) for every \(x \ne 0\). Physically, every displacement has a restoring force. Zero-frequency modes, such as the rigid translations of a free cluster, must be removed beforehand. Symmetry is a separate hypothesis, written `D.IsSymmetric`.

```lean
/-- The inverse of a positive definite dynamical matrix. -/
def compliance (D : E →ₗ[ℝ] E) (h : IsStable D) : E →ₗ[ℝ] E :=
  (LinearEquiv.ofInjectiveEndo D (by
    rw [injective_iff_map_eq_zero]
    intro x hx
    by_contra hne
    have hp := h x hne
    rw [hx, inner_zero_right] at hp
    exact lt_irrefl _ hp)).symm.toLinearMap
```

`compliance D h` is \(D^{-1}\), where `h` is a proof of stability. If \(Dx = 0\) with \(x \ne 0\), then \(\langle x, Dx\rangle = 0\), a contradiction. So \(D\) is injective, and in finite dimension that makes it invertible.

## Moments up to order 2n − 1

```lean
omit [FiniteDimensional ℝ E] in
/-- The vector `D^j v` lies in the Krylov space of `n` vectors when `j < n`. -/
theorem pow_mem_krylov (D : E →ₗ[ℝ] E) (v : E) {n j : ℕ} (hj : j < n) :
    (D ^ j) v ∈ krylov D v n :=
  Submodule.subset_span ⟨⟨j, hj⟩, rfl⟩
```

For \(j < n\), \(D^j v\) is one of the spanning vectors of \(K_n\). Hence \(P D^j v = D^j v\), a fact used repeatedly below.

```lean
/-- The truncated dynamical matrix is symmetric if the full one is. -/
theorem truncated_isSymmetric {D : E →ₗ[ℝ] E} (hD : D.IsSymmetric) (v : E) (n : ℕ) :
    (truncated D v n).IsSymmetric := by
  intro x y
  change ⟪(krylov D v n).starProjection (D ((krylov D v n).starProjection x)), y⟫_ℝ =
    ⟪x, (krylov D v n).starProjection (D ((krylov D v n).starProjection y))⟫_ℝ
  rw [Submodule.inner_starProjection_left_eq_right, hD _ _,
    Submodule.inner_starProjection_left_eq_right]
```

The truncated matrix inherits symmetry:

\[
\langle PDPx, y\rangle = \langle DPx, Py\rangle = \langle Px, DPy\rangle = \langle x, PDPy\rangle .
\]

The tactic `rw` rewrites with a known equation; its three rewrites here are these three equalities.

```lean
omit [FiniteDimensional ℝ E] in
/-- A moment of order `a + b` of a symmetric operator is the overlap of `D^a v`
with `D^b v`. -/
theorem moment_add {D : E →ₗ[ℝ] E} (hD : D.IsSymmetric) (v : E) (a b : ℕ) :
    ⟪v, (D ^ (a + b)) v⟫_ℝ = ⟪(D ^ a) v, (D ^ b) v⟫_ℝ := by
  have key : ∀ x y : E, ⟪(D ^ a) x, y⟫_ℝ = ⟪x, (D ^ a) y⟫_ℝ := by
    induction a with
    | zero => intro x y; simp
    | succ a ih =>
      intro x y
      have h1 : (D ^ (a + 1)) x = D ((D ^ a) x) := by rw [pow_succ']; rfl
      have h2 : (D ^ (a + 1)) y = (D ^ a) (D y) := by rw [pow_succ]; rfl
      rw [h1, h2, hD _ _, ih]
  rw [key, pow_add, Module.End.mul_apply]
```

Powers of a symmetric matrix can be shared between the two slots:

\[
\langle v, D^{a+b}v\rangle = \langle D^a v, D^b v\rangle .
\]

The auxiliary statement `key` moves \(D^a\) across by induction on \(a\):

\[
\langle D^{a+1}x, y\rangle = \langle D^a x, Dy\rangle = \langle x, D^{a+1}y\rangle .
\]

```lean
/-- For `n ≥ 1` and up to `n` steps, the truncated matrix generates from `v` the projections of the
exact vectors `D^b v`. -/
theorem truncated_pow_apply (D : E →ₗ[ℝ] E) (v : E) {n b : ℕ} (hn : 0 < n) (hb : b ≤ n) :
    (truncated D v n ^ b) v = (krylov D v n).starProjection ((D ^ b) v) := by
  induction b with
  | zero =>
    have hmem := Submodule.starProjection_eq_self_iff.mpr (pow_mem_krylov D v hn)
    rw [hmem, pow_zero, pow_zero]
  | succ b ih =>
    have hmem := Submodule.starProjection_eq_self_iff.mpr
      (pow_mem_krylov D v (show b < n by omega))
    rw [pow_succ', Module.End.mul_apply, ih (by omega), hmem, pow_succ',
      Module.End.mul_apply]
    change (krylov D v n).starProjection
      (D ((krylov D v n).starProjection ((D ^ b) v))) = _
    rw [hmem]
```

For \(b \le n\) and \(n \ge 1\), the claim is \(T_n^b v = P D^b v\). At \(b = 0\) it reads \(v = Pv\), true because \(v \in K_n\). For the step to \(b+1 \le n\), the vector \(D^b v\) still lies in \(K_n\), so

\[
T_n^{b+1}v = T_n P D^b v = PDP D^b v = P D^{b+1}v .
\]

The tactic `omega` settles the integer inequalities.

```lean
/-- For a symmetric dynamical matrix, the truncated matrix reproduces all moments `⟨v, D^k v⟩` of
the full one for `k ≤ 2n - 1`. -/
theorem moments_exact {D : E →ₗ[ℝ] E} (hD : D.IsSymmetric) (v : E) {n k : ℕ}
    (hk : k < 2 * n) :
    ⟪v, (D ^ k) v⟫_ℝ = ⟪v, (truncated D v n ^ k) v⟫_ℝ := by
  have hn : 0 < n := by omega
  -- share the powers between the two slots of the inner product
  obtain ⟨a, b, ha, hb, rfl⟩ : ∃ a b, a < n ∧ b ≤ n ∧ k = a + b :=
    ⟨k / 2, k - k / 2, by omega, by omega, by omega⟩
  have hmem := Submodule.starProjection_eq_self_iff.mpr (pow_mem_krylov D v ha)
  rw [moment_add hD, moment_add (truncated_isSymmetric hD v n),
    truncated_pow_apply D v hn ha.le, truncated_pow_apply D v hn hb,
    Submodule.inner_starProjection_left_eq_right,
    ← Submodule.inner_starProjection_left_eq_right, hmem,
    ← Submodule.inner_starProjection_left_eq_right, hmem]
```

The hypothesis `k < 2 * n` is \(k \le 2n-1\), and it forces \(n \ge 1\). Set \(a = \lfloor k/2\rfloor\) and \(b = k - a\), so that \(a < n\) and \(b \le n\). Then

\[
\begin{aligned}
\langle v, T_n^k v\rangle &= \langle T_n^a v, T_n^b v\rangle = \langle P D^a v, P D^b v\rangle \\
&= \langle D^a v, P D^b v\rangle = \langle P D^a v, D^b v\rangle \\
&= \langle D^a v, D^b v\rangle = \langle v, D^k v\rangle .
\end{aligned}
\]

The argument uses \(P D^a v = D^a v\), which is `hmem` in the code. Only the left slot has to lie in \(K_n\), which is why the right one may carry \(n\) powers.

```lean
/-- For symmetric `D` and `n ≥ 1`, the error of the moment of order `2n` is the squared length of
the part of `D^n v` outside the Krylov space. -/
theorem next_moment_error {D : E →ₗ[ℝ] E} (hD : D.IsSymmetric) (v : E) {n : ℕ}
    (hn : 0 < n) :
    ⟪v, (D ^ (2 * n)) v⟫_ℝ - ⟪v, (truncated D v n ^ (2 * n)) v⟫_ℝ =
      ‖(D ^ n) v - (krylov D v n).starProjection ((D ^ n) v)‖ ^ 2 := by
  rw [two_mul, moment_add hD, moment_add (truncated_isSymmetric hD v n),
    truncated_pow_apply D v hn le_rfl, ← real_inner_self_eq_norm_sq,
    inner_sub_left, inner_sub_right, inner_sub_right]
  have h1 := Submodule.inner_starProjection_left_eq_right (krylov D v n)
    ((D ^ n) v) ((D ^ n) v)
  have h2 := Submodule.inner_starProjection_left_eq_right (krylov D v n)
    ((D ^ n) v) ((krylov D v n).starProjection ((D ^ n) v))
  rw [Submodule.starProjection_eq_self_iff.mpr
    (Submodule.starProjection_apply_mem (krylov D v n) ((D ^ n) v))] at h2
  linarith
```

At \(k = 2n\) both slots carry \(n\) powers. With \(w = D^n v\), the error is

\[
\langle w, w\rangle - \langle Pw, Pw\rangle = \|w - Pw\|^2 .
\]

To see this, expand the right side and use \(\langle Pw, w\rangle = \langle w, Pw\rangle = \langle Pw, Pw\rangle\), supplied by `h1` and `h2`; `linarith` finishes the linear arithmetic. The next moment is thus exact only if \(D^n v\) already lies in \(K_n\).

## The Einstein value as a lower bound

```lean
/-- Applying the dynamical matrix after its inverse gives back the original vector. -/
theorem apply_compliance {D : E →ₗ[ℝ] E} (h : IsStable D) (x : E) :
    D (compliance D h x) = x :=
  (LinearEquiv.ofInjectiveEndo D _).apply_symm_apply x
```

This is \(D D^{-1}x = x\).

```lean
/-- For symmetric positive definite `D` and a unit vector `v`, the error of the one-step Einstein
value `1 / ⟨v, D v⟩` is the quadratic form of `D` at the difference between `D⁻¹ v` and its Einstein
approximation `v / ⟨v, D v⟩`. -/
theorem einstein_error {D : E →ₗ[ℝ] E} (hD : D.IsSymmetric) (h : IsStable D) {v : E}
    (hv : ‖v‖ = 1) :
    ⟪v, compliance D h v⟫_ℝ - 1 / ⟪v, D v⟫_ℝ =
      ⟪compliance D h v - (1 / ⟪v, D v⟫_ℝ) • v,
        D (compliance D h v - (1 / ⟪v, D v⟫_ℝ) • v)⟫_ℝ := by
  have hv0 : v ≠ 0 := by
    rintro rfl
    simp at hv
  have he := h v hv0
  have hvv : ⟪v, v⟫_ℝ = 1 := by rw [real_inner_self_eq_norm_sq, hv, one_pow]
  have hs : ⟪D (compliance D h v), v⟫_ℝ = ⟪compliance D h v, D v⟫_ℝ := hD _ _
  rw [apply_compliance h v, hvv] at hs
  rw [map_sub, map_smul, apply_compliance h v]
  simp only [inner_sub_left, inner_sub_right, real_inner_smul_left, real_inner_smul_right]
  rw [← hs, hvv, one_div_mul_cancel he.ne', real_inner_comm v (compliance D h v)]
  ring
```

Throughout this section \(v\) has unit length. Write \(e = \langle v, Dv\rangle\), the squared Einstein frequency, which is positive by stability. Let \(d = D^{-1}v - v/e\), so \(Dd = v - Dv/e\). Symmetry gives \(\langle D^{-1}v, Dv\rangle = \langle v, v\rangle = 1\), which is `hs`. Therefore

\[
\begin{aligned}
\langle d, Dd\rangle &= \langle v, D^{-1}v\rangle - \frac1e - \frac1e + \frac{e}{e^2} \\
&= \langle v, D^{-1}v\rangle - \frac1e .
\end{aligned}
\]

```lean
/-- For a symmetric positive definite dynamical matrix and a unit vector `v`, the one-step Einstein
value `1 / ⟨v, D v⟩` bounds `⟨v, D⁻¹ v⟩` from below. -/
theorem einstein_le {D : E →ₗ[ℝ] E} (hD : D.IsSymmetric) (h : IsStable D) {v : E}
    (hv : ‖v‖ = 1) :
    1 / ⟪v, D v⟫_ℝ ≤ ⟪v, compliance D h v⟫_ℝ := by
  have herr := einstein_error hD h hv
  rcases eq_or_ne (compliance D h v - (1 / ⟪v, D v⟫_ℝ) • v) 0 with h0 | h0
  · rw [h0, inner_zero_left] at herr
    linarith
  · have hp := h _ h0
    linarith
```

If \(d = 0\), the error is zero; otherwise stability makes it positive. The tactic `rcases` separates these two cases.

Without positive definiteness the bound can fail. Take \(D = \mathrm{diag}(1, -1)\), which is its own inverse, and \(v = (\sqrt3/2, 1/2)\). Then \(\langle v, Dv\rangle = \langle v, D^{-1}v\rangle = 1/2\), but the Einstein value is \(2\).

```lean
/-- For a symmetric positive definite dynamical matrix and a unit vector `v`, the Einstein value is
exact if and only if `v` is an eigenvector of the dynamical matrix, with eigenvalue `⟨v, D v⟩`. -/
theorem einstein_eq_iff {D : E →ₗ[ℝ] E} (hD : D.IsSymmetric) (h : IsStable D) {v : E}
    (hv : ‖v‖ = 1) :
    1 / ⟪v, D v⟫_ℝ = ⟪v, compliance D h v⟫_ℝ ↔ D v = ⟪v, D v⟫_ℝ • v := by
  have herr := einstein_error hD h hv
  have hv0 : v ≠ 0 := by
    rintro rfl
    simp at hv
  have he := h v hv0
  constructor
  · intro heq
    -- zero error forces the two response vectors to coincide
    have h0 : compliance D h v - (1 / ⟪v, D v⟫_ℝ) • v = 0 := by
      by_contra hne
      have hp := h _ hne
      linarith
    have h1 : v = (1 / ⟪v, D v⟫_ℝ) • D v := by
      have h2 := congrArg D (sub_eq_zero.mp h0)
      rwa [apply_compliance h v, map_smul] at h2
    have h3 : ⟪v, D v⟫_ℝ • v = ⟪v, D v⟫_ℝ • ((1 / ⟪v, D v⟫_ℝ) • D v) :=
      congrArg (fun x => ⟪v, D v⟫_ℝ • x) h1
    rw [h3, smul_smul, mul_one_div_cancel he.ne', one_smul]
  · intro hev
    have h1 : (1 / ⟪v, D v⟫_ℝ) • D v = v := by
      calc (1 / ⟪v, D v⟫_ℝ) • D v = (1 / ⟪v, D v⟫_ℝ) • (⟪v, D v⟫_ℝ • v) :=
            congrArg (fun x => (1 / ⟪v, D v⟫_ℝ) • x) hev
        _ = v := by rw [smul_smul, one_div_mul_cancel he.ne', one_smul]
    rw [map_sub, map_smul, apply_compliance h v, h1, sub_self, inner_zero_right] at herr
    linarith

end

end ExafsRecursion
```

The symbol `↔` means "if and only if", and `constructor` splits it into two directions. If the bound is an equality, then \(\langle d, Dd\rangle = 0\), so \(d = 0\); applying \(D\) gives \(v = Dv/e\), that is \(Dv = ev\). Conversely, \(Dv = ev\) gives \(Dd = 0\), and the error vanishes. The Einstein value is exact precisely when the path's pattern is itself a normal mode.

The same expansion gives a bound for \(n\) steps, which I derive here by hand only. For \(n \ge 1\), let \(x \in K_n\) solve \(PDx = v\); a solution exists because \(D\) stays positive definite when compressed to \(K_n\). With \(d = D^{-1}v - x\) and \(\langle x, Dx\rangle = \langle x, v\rangle\),

\[
0 \le \langle d, Dd\rangle = \langle v, D^{-1}v\rangle - \langle v, x\rangle .
\]

For \(n = 1\), \(x = v/e\), and the Einstein bound returns.

```lean
#print axioms ExafsRecursion.moments_exact
-- 'ExafsRecursion.moments_exact' depends on axioms: [propext, Classical.choice, Quot.sound]
#print axioms ExafsRecursion.next_moment_error
-- 'ExafsRecursion.next_moment_error' depends on axioms: [propext, Classical.choice, Quot.sound]
#print axioms ExafsRecursion.einstein_le
-- 'ExafsRecursion.einstein_le' depends on axioms: [propext, Classical.choice, Quot.sound]
#print axioms ExafsRecursion.einstein_eq_iff
-- 'ExafsRecursion.einstein_eq_iff' depends on axioms: [propext, Classical.choice, Quot.sound]
```
